# The short-time limit of an imaginary-time slice for functions with bounded third derivative

Let $f:\mathbb R\to\mathbb R$ be three times differentiable with $|f'''|\le M$, and let $m,\hbar>0$. Then, at every $x$,

$$\lim_{\varepsilon\downarrow0}\frac1\varepsilon\left(\int_{-\infty}^{\infty}\sqrt{\frac{m}{2\pi\hbar\varepsilon}}\;e^{-my^2/(2\hbar\varepsilon)}f(x+y)\,dy-f(x)\right)=\frac{\hbar}{2m}f''(x).$$

## Diffusion over one time step

In imaginary time $\tau$, the free Schrödinger equation reads $\partial_\tau\psi=\frac{\hbar}{2m}\psi''$, a diffusion equation. A time slice averages $f$ over Gaussian displacements $y$ of width $s=\sqrt{\hbar\varepsilon/m}$, and the limit recovers the right-hand side of this equation. For one particle on a line, this is the single-step consistency of the Gaussian free propagator used in path-integral and diffusion Monte Carlo methods.

The constant $M$ limits how fast the curvature of $f$ can change across the width of the Gaussian. The function itself may be unbounded.

## What the theorems say

`kernel` is the Gaussian weight, written $K$ below, and `freeSlice` is the integral over all real displacements. The functions `f₁`, `f₂`, `f₃` are $f',f'',f'''$, tied to `f` by the `HasDerivAt` hypotheses `h₁`, `h₂`, `h₃`. The bound is `hM`; continuity of $f'''$ is not required. The filter `𝓝[>] 0` means that $\varepsilon$ approaches zero through positive values.

- `slice_error` bounds the difference between the slice and $f+\varepsilon\frac{\hbar}{2m}f''$ by $\frac M3s^3$, uniformly in $x$.
- `free_generator` is the limit above.
- `potential_generator` multiplies the free slice by $e^{-V(x)\varepsilon/\hbar}$ and obtains the limit $-Hf/\hbar$, where $Hf=-\frac{\hbar^2}{2m}f''+Vf$. The limit is taken at fixed $x$, so $V$ can be any real function.

These statements concern a single slice in one dimension. They do not treat the product of many slices at fixed total time, nor real-time propagation.

## Taylor expansion under the Gaussian

Fix $x$ and set $R(y)=f(x+y)-f(x)-f'(x)y-\tfrac12f''(x)y^2$. Then $R$, $R'$ and $R''$ vanish at $y=0$, and $R'''(y)=f'''(x+y)$. Integrating three times from the origin gives

$$|R''|\le M|y|,\qquad |R'|\le\tfrac M2y^2,\qquad |R|\le\tfrac M6|y|^3.$$

Write $\langle\cdot\rangle$ for the average with weight $K$. The Gaussian integral gives $\langle1\rangle=1$. Since $K'=-yK/s^2$, integrating $K'$ over the line gives $\langle y\rangle=0$. Integrating $(y^{n+1}K)'$ gives

$$\langle y^{n+2}\rangle=(n+1)s^2\langle y^n\rangle,$$

hence $\langle y^2\rangle=s^2$ and $\langle y^4\rangle=3s^4$. The quadratic part of $f$ therefore averages to $f(x)+\tfrac12s^2f''(x)=f(x)+\varepsilon\frac{\hbar}{2m}f''(x)$.

For the remainder,

$$s y^2+\frac{y^4}{s}-2|y|^3=\frac{y^2(|y|-s)^2}{s}\ge0,$$

so $\langle|y|^3\rangle\le\frac12(s^3+3s^3)=2s^3$, and the error is at most $\frac M6\cdot2s^3=\frac M3s^3$. Because $s^2=\hbar\varepsilon/m$, dividing this bound by $\varepsilon$ gives $\frac M3\frac{\hbar}{m}s$, which is proportional to $\sqrt\varepsilon$ and tends to zero.

With a potential, let $E=e^{-V(x)\varepsilon/\hbar}$ and let $S$ be the free slice at $x$. Then

$$\frac{ES-f}{\varepsilon}=E\,\frac{S-f}{\varepsilon}+\frac{E-1}{\varepsilon}f\;\longrightarrow\;\frac{\hbar}{2m}f''-\frac{V}{\hbar}f=-\frac{Hf}{\hbar}.$$

## Quadratic functions

If $M=0$, the error bound is zero: the slice equals $f+\varepsilon\frac{\hbar}{2m}f''$ for every $\varepsilon>0$. For $f(x)=x^2$ it gives $x^2+\hbar\varepsilon/m$.

## The Lean file

```lean
import Mathlib

open MeasureTheory Filter Topology Real

namespace ImaginaryTimeSlice

noncomputable section

/-- The free imaginary-time kernel for a displacement `y` in a time step `ε`, for positive
`m`, `ℏ` and `ε`. -/
def kernel (m ℏ ε y : ℝ) : ℝ :=
  √(m / (2 * π * ℏ * ε)) * exp (-m * y ^ 2 / (2 * ℏ * ε))

/-- One free time slice applied to the function `f`, for positive `m`, `ℏ` and `ε`. -/
def freeSlice (m ℏ ε : ℝ) (f : ℝ → ℝ) (x : ℝ) : ℝ :=
  ∫ y, kernel m ℏ ε y * f (x + y)

/-- One time slice in a potential `V`: a free slice followed by the factor `exp(-V(x) ε / ℏ)`,
for positive `m`, `ℏ` and `ε`. -/
def potentialSlice (m ℏ ε : ℝ) (V f : ℝ → ℝ) (x : ℝ) : ℝ :=
  exp (-(V x / ℏ) * ε) * freeSlice m ℏ ε f x

variable {m ℏ ε M : ℝ} {f f₁ f₂ f₃ : ℝ → ℝ}

/-- A function that vanishes at the origin and whose slope is at most `C|t|^n` in size is itself
at most `C|t|^(n+1)/(n+1)` in size. -/
theorem growth_bound {g g' : ℝ → ℝ} {C : ℝ} (n : ℕ) (h0 : g 0 = 0)
    (hg : ∀ t, HasDerivAt g (g' t) t) (hb : ∀ t, |g' t| ≤ C * |t| ^ n) (t : ℝ) :
    |g t| ≤ C * |t| ^ (n + 1) / (n + 1) := by
  -- the half line t ≥ 0 first, then reflection
  have key : ∀ u u' : ℝ → ℝ, u 0 = 0 → (∀ t, HasDerivAt u (u' t) t) →
      (∀ t, |u' t| ≤ C * |t| ^ n) → ∀ t, 0 ≤ t → |u t| ≤ C * t ^ (n + 1) / (n + 1) := by
    intro u u' hu0 hu hub t ht
    have hB : ∀ s : ℝ, HasDerivAt (fun s : ℝ => C * s ^ (n + 1) / (n + 1)) (C * s ^ n) s := by
      intro s
      have h := ((hasDerivAt_pow (n + 1) s).const_mul C).div_const ((n : ℝ) + 1)
      refine h.congr_deriv ?_
      have hn : (n : ℝ) + 1 ≠ 0 := by positivity
      simp only [Nat.add_sub_cancel, Nat.cast_add, Nat.cast_one]
      field_simp
    exact image_norm_le_of_norm_deriv_right_le_deriv_boundary (f := u) (f' := u')
      (a := 0) (b := t) (B := fun s => C * s ^ (n + 1) / (n + 1)) (B' := fun s => C * s ^ n)
      (fun s _ => (hu s).continuousAt.continuousWithinAt)
      (fun s _ => (hu s).hasDerivWithinAt) (by simp [hu0]) hB
      (fun s hs => by
        have h := hub s
        rw [abs_of_nonneg hs.1] at h
        exact h) ⟨ht, le_rfl⟩
  rcases le_total 0 t with ht | ht
  · rw [abs_of_nonneg ht]
    exact key g g' h0 hg hb t ht
  · have h := key (fun s => g (-s)) (fun s => -g' (-s)) (by simpa using h0)
      (fun s => by
        have h := (hg (-s)).comp s (hasDerivAt_neg s)
        exact h.congr_deriv (by ring))
      (fun s => by simpa using hb (-s)) (-t) (by linarith)
    rw [abs_of_nonpos ht]
    simpa only [neg_neg] using h

/-- If the third derivative is bounded by `M`, the second-order expansion of `f(x+y)` about `x`
is off by at most `M|y|³/6`. -/
theorem taylor_bound (h₁ : ∀ x, HasDerivAt f (f₁ x) x) (h₂ : ∀ x, HasDerivAt f₁ (f₂ x) x)
    (h₃ : ∀ x, HasDerivAt f₂ (f₃ x) x) (hM : ∀ x, |f₃ x| ≤ M) (x y : ℝ) :
    |f (x + y) - (f x + f₁ x * y + f₂ x / 2 * y ^ 2)| ≤ M / 6 * |y| ^ 3 := by
  -- integrate the bound on the third derivative three times
  have a2 := growth_bound (g := fun t => f₂ (x + t) - f₂ x) (g' := fun t => f₃ (x + t))
    (C := M) 0 (by simp) (fun t => ((h₃ (x + t)).comp_const_add x t).sub_const (f₂ x))
    (fun t => by simpa using hM (x + t))
  have a1 := growth_bound (g := fun t => f₁ (x + t) - f₁ x - f₂ x * t)
    (g' := fun t => f₂ (x + t) - f₂ x) (C := M) 1 (by simp)
    (fun t => ((((h₂ (x + t)).comp_const_add x t).sub_const (f₁ x)).fun_sub
      ((hasDerivAt_id' t).const_mul (f₂ x))).congr_deriv (by ring))
    (fun t => by simpa using a2 t)
  have a0 := growth_bound (g := fun t => f (x + t) - f x - f₁ x * t - f₂ x / 2 * (t * t))
    (g' := fun t => f₁ (x + t) - f₁ x - f₂ x * t) (C := M / 2) 2 (by simp)
    (fun t => (((((h₁ (x + t)).comp_const_add x t).sub_const (f x)).fun_sub
      ((hasDerivAt_id' t).const_mul (f₁ x))).fun_sub
      (((hasDerivAt_id' t).fun_mul (hasDerivAt_id' t)).const_mul (f₂ x / 2))).congr_deriv
        (by ring))
    (fun t => by
      have h := a1 t
      norm_num at h ⊢
      linarith) y
  have e : f (x + y) - (f x + f₁ x * y + f₂ x / 2 * y ^ 2)
      = f (x + y) - f x - f₁ x * y - f₂ x / 2 * (y * y) := by ring
  rw [e]
  norm_num at a0 ⊢
  linarith

/-- For positive `m`, `ℏ` and `ε`, every natural-number power of the displacement is integrable
against the kernel. -/
theorem kernel_integrable (hm : 0 < m) (hh : 0 < ℏ) (he : 0 < ε) (n : ℕ) :
    Integrable (fun y => kernel m ℏ ε y * y ^ n) := by
  have hn : (0 : ℝ) ≤ n := n.cast_nonneg
  have h := (integrable_rpow_mul_exp_neg_mul_sq (b := m / (2 * ℏ * ε)) (by positivity)
    (s := (n : ℝ)) (by linarith)).const_mul (√(m / (2 * π * ℏ * ε)))
  refine h.congr (Eventually.of_forall fun y => ?_)
  simp only [kernel, Real.rpow_natCast]
  rw [show -(m / (2 * ℏ * ε)) * y ^ 2 = -m * y ^ 2 / (2 * ℏ * ε) by ring]
  ring

/-- For positive `m`, `ℏ` and `ε`, the kernel has total weight one, mean displacement zero, mean
square displacement `ℏε/m` and fourth moment `3(ℏε/m)²`. -/
theorem kernel_moments (hm : 0 < m) (hh : 0 < ℏ) (he : 0 < ε) :
    ∫ y, kernel m ℏ ε y = 1 ∧ ∫ y, kernel m ℏ ε y * y = 0 ∧
    ∫ y, kernel m ℏ ε y * y ^ 2 = ℏ * ε / m ∧
    ∫ y, kernel m ℏ ε y * y ^ 4 = 3 * (ℏ * ε / m) ^ 2 := by
  have hi := kernel_integrable hm hh he
  have hd : ∀ y, HasDerivAt (fun y => kernel m ℏ ε y)
      (-(m / (ℏ * ε)) * (kernel m ℏ ε y * y)) y := by
    intro y
    have h : HasDerivAt (fun y : ℝ => -m * y ^ 2 / (2 * ℏ * ε)) (-(m / (ℏ * ε)) * y) y := by
      have e : (fun y : ℝ => -m * y ^ 2 / (2 * ℏ * ε))
          = fun y : ℝ => -(m / (2 * ℏ * ε)) * (y * y) := by
        funext z
        ring
      rw [e]
      exact (((hasDerivAt_id' y).fun_mul (hasDerivAt_id' y)).const_mul
        (-(m / (2 * ℏ * ε)))).congr_deriv (by ring)
    exact (h.exp.const_mul (√(m / (2 * π * ℏ * ε)))).congr_deriv (by simp only [kernel]; ring)
  have i0 : Integrable (fun y => kernel m ℏ ε y) := by simpa using hi 0
  have i1 : Integrable (fun y => kernel m ℏ ε y * y) := by simpa using hi 1
  have m0 : ∫ y, kernel m ℏ ε y = 1 := by
    have e : ∀ y, kernel m ℏ ε y
        = √(m / (2 * π * ℏ * ε)) * exp (-(m / (2 * ℏ * ε)) * y ^ 2) := by
      intro y
      rw [kernel, show -(m / (2 * ℏ * ε)) * y ^ 2 = -m * y ^ 2 / (2 * ℏ * ε) by ring]
    simp only [e]
    rw [integral_const_mul, integral_gaussian, ← Real.sqrt_mul (by positivity),
      show m / (2 * π * ℏ * ε) * (π / (m / (2 * ℏ * ε))) = 1 by field_simp, Real.sqrt_one]
  have m1 : ∫ y, kernel m ℏ ε y * y = 0 := by
    have h := integral_eq_zero_of_hasDerivAt_of_integrable hd (i1.const_mul _) i0
    rw [integral_const_mul] at h
    have hp : 0 < m / (ℏ * ε) := by positivity
    exact (mul_eq_zero.1 h).resolve_left (neg_ne_zero.2 hp.ne')
  -- the integral of a total derivative vanishes, which links moments n and n + 2
  have step : ∀ n : ℕ, ∫ y, kernel m ℏ ε y * y ^ (n + 2)
      = ((n : ℝ) + 1) * (ℏ * ε / m) * ∫ y, kernel m ℏ ε y * y ^ n := by
    intro n
    have h := integral_eq_zero_of_hasDerivAt_of_integrable
      (f := fun y => kernel m ℏ ε y * y ^ (n + 1))
      (f' := fun y => ((n : ℝ) + 1) * (kernel m ℏ ε y * y ^ n)
        - m / (ℏ * ε) * (kernel m ℏ ε y * y ^ (n + 2)))
      (fun y => ((hd y).fun_mul (hasDerivAt_pow (n + 1) y)).congr_deriv (by
        simp only [Nat.add_sub_cancel, Nat.cast_add, Nat.cast_one]
        ring))
      (((hi n).const_mul _).sub ((hi (n + 2)).const_mul _)) (hi (n + 1))
    rw [integral_sub ((hi n).const_mul _) ((hi (n + 2)).const_mul _),
      integral_const_mul, integral_const_mul] at h
    have hc : ℏ * ε / m * (m / (ℏ * ε)) = 1 := by field_simp
    linear_combination (-(ℏ * ε / m)) * h - (∫ y, kernel m ℏ ε y * y ^ (n + 2)) * hc
  have m2 : ∫ y, kernel m ℏ ε y * y ^ 2 = ℏ * ε / m := by
    have h := step 0
    simp only [pow_zero, mul_one, m0, Nat.cast_zero, zero_add, one_mul] at h
    exact h
  have m4 : ∫ y, kernel m ℏ ε y * y ^ 4
      = (((2 : ℕ) : ℝ) + 1) * (ℏ * ε / m) * ∫ y, kernel m ℏ ε y * y ^ 2 := step 2
  refine ⟨m0, m1, m2, ?_⟩
  rw [m4, m2]
  push_cast
  ring

/-- For positive `m`, `ℏ` and `ε`, if the third derivative of `f` is bounded, the integrand of the
free slice is integrable. -/
theorem slice_integrable (hm : 0 < m) (hh : 0 < ℏ) (he : 0 < ε)
    (h₁ : ∀ x, HasDerivAt f (f₁ x) x) (h₂ : ∀ x, HasDerivAt f₁ (f₂ x) x)
    (h₃ : ∀ x, HasDerivAt f₂ (f₃ x) x) (hM : ∀ x, |f₃ x| ≤ M) (x : ℝ) :
    Integrable (fun y => kernel m ℏ ε y * f (x + y)) := by
  have hi := kernel_integrable hm hh he
  have hf : Continuous f := continuous_iff_continuousAt.2 fun z => (h₁ z).continuousAt
  have hk : Continuous (fun y => kernel m ℏ ε y) := by unfold kernel; fun_prop
  have hR : Integrable (fun y => kernel m ℏ ε y *
      (f (x + y) - (f x + f₁ x * y + f₂ x / 2 * y ^ 2))) := by
    refine Integrable.mono' ((hi 3).abs.const_mul (M / 6))
      (hk.mul (by fun_prop)).aestronglyMeasurable (Eventually.of_forall fun y => ?_)
    have hb := mul_le_mul_of_nonneg_left (taylor_bound h₁ h₂ h₃ hM x y)
      (abs_nonneg (kernel m ℏ ε y))
    simp only [Real.norm_eq_abs, abs_mul, abs_pow]
    linarith
  refine (hR.add ((((hi 0).const_mul (f x)).add ((hi 1).const_mul (f₁ x))).add
    ((hi 2).const_mul (f₂ x / 2)))).congr (Eventually.of_forall fun y => ?_)
  simp only [Pi.add_apply]
  ring

/-- For positive `m`, `ℏ` and `ε`, if the third derivative of `f` is bounded by `M`, one free slice
equals `f + ε(ℏ/2m)f''` up to an error of at most `(M/3)(ℏε/m)^(3/2)`, at every point `x`. -/
theorem slice_error (hm : 0 < m) (hh : 0 < ℏ) (he : 0 < ε)
    (h₁ : ∀ x, HasDerivAt f (f₁ x) x) (h₂ : ∀ x, HasDerivAt f₁ (f₂ x) x)
    (h₃ : ∀ x, HasDerivAt f₂ (f₃ x) x) (hM : ∀ x, |f₃ x| ≤ M) (x : ℝ) :
    |freeSlice m ℏ ε f x - (f x + ε * (ℏ / (2 * m)) * f₂ x)|
      ≤ M / 3 * (√(ℏ * ε / m)) ^ 3 := by
  have hi := kernel_integrable hm hh he
  obtain ⟨m0, m1, m2, m4⟩ := kernel_moments hm hh he
  have hM0 : 0 ≤ M := (abs_nonneg _).trans (hM 0)
  have hs2 : (√(ℏ * ε / m)) ^ 2 = ℏ * ε / m := Real.sq_sqrt (by positivity)
  have hs : 0 < √(ℏ * ε / m) := Real.sqrt_pos.2 (by positivity)
  set s := √(ℏ * ε / m)
  have i0 : Integrable (fun y => f x * kernel m ℏ ε y) := by
    simpa using (hi 0).const_mul (f x)
  have i1 : Integrable (fun y => f₁ x * (kernel m ℏ ε y * y)) := by
    simpa only [pow_one] using (hi 1).const_mul (f₁ x)
  have i2 := (hi 2).const_mul (f₂ x / 2)
  have i01 : Integrable (fun y => f x * kernel m ℏ ε y + f₁ x * (kernel m ℏ ε y * y)) :=
    i0.add i1
  have i012 : Integrable (fun y => f x * kernel m ℏ ε y + f₁ x * (kernel m ℏ ε y * y)
      + f₂ x / 2 * (kernel m ℏ ε y * y ^ 2)) := i01.add i2
  -- the second-order polynomial is averaged exactly
  have hP : ∫ y, (f x * kernel m ℏ ε y + f₁ x * (kernel m ℏ ε y * y)
      + f₂ x / 2 * (kernel m ℏ ε y * y ^ 2)) = f x + ε * (ℏ / (2 * m)) * f₂ x := by
    rw [integral_add i01 i2, integral_add i0 i1, integral_const_mul, integral_const_mul,
      integral_const_mul, m0, m1, m2]
    ring
  rw [← hP, freeSlice, ← integral_sub (slice_integrable hm hh he h₁ h₂ h₃ hM x) i012]
  -- the cubic remainder is controlled by the second and fourth moments
  have key : ∀ a : ℝ, 2 * a ^ 3 ≤ s * a ^ 2 + a ^ 4 / s := by
    intro a
    have h : s * a ^ 2 + a ^ 4 / s - 2 * a ^ 3 = a ^ 2 * (a - s) ^ 2 / s := by
      field_simp
      ring
    have h' : 0 ≤ a ^ 2 * (a - s) ^ 2 / s := by positivity
    linarith
  have j2 := (hi 2).const_mul (M / 12 * s)
  have j4 := (hi 4).const_mul (M / 12 / s)
  have hG : ∫ y, (M / 12 * s * (kernel m ℏ ε y * y ^ 2)
      + M / 12 / s * (kernel m ℏ ε y * y ^ 4)) = M / 3 * s ^ 3 := by
    rw [integral_add j2 j4, integral_const_mul, integral_const_mul, m2, m4, ← hs2]
    field_simp
    ring
  rw [← hG, ← Real.norm_eq_abs]
  refine norm_integral_le_of_norm_le (j2.add j4) (Eventually.of_forall fun y => ?_)
  have hk : 0 ≤ kernel m ℏ ε y := by unfold kernel; positivity
  have h4 : |y| ^ 4 = y ^ 4 := by
    rw [show |y| ^ 4 = (|y| ^ 2) ^ 2 by ring, sq_abs]
    ring
  have hy := key |y|
  rw [sq_abs, h4] at hy
  calc ‖kernel m ℏ ε y * f (x + y) - (f x * kernel m ℏ ε y + f₁ x * (kernel m ℏ ε y * y)
        + f₂ x / 2 * (kernel m ℏ ε y * y ^ 2))‖
      = kernel m ℏ ε y * |f (x + y) - (f x + f₁ x * y + f₂ x / 2 * y ^ 2)| := by
        rw [← abs_of_nonneg hk, ← abs_mul, abs_of_nonneg hk, Real.norm_eq_abs]
        congr 1
        ring
    _ ≤ kernel m ℏ ε y * (M / 6 * |y| ^ 3) :=
        mul_le_mul_of_nonneg_left (taylor_bound h₁ h₂ h₃ hM x y) hk
    _ = kernel m ℏ ε y * (M / 12) * (2 * |y| ^ 3) := by ring
    _ ≤ kernel m ℏ ε y * (M / 12) * (s * y ^ 2 + y ^ 4 / s) :=
        mul_le_mul_of_nonneg_left hy (by positivity)
    _ = M / 12 * s * (kernel m ℏ ε y * y ^ 2)
        + M / 12 / s * (kernel m ℏ ε y * y ^ 4) := by ring

/-- For positive `m` and `ℏ`, if the third derivative of `f` is bounded, the change of `f` in one
free slice, divided by the time step `ε`, tends to `(ℏ/2m)f''` as `ε` decreases to zero. -/
theorem free_generator (hm : 0 < m) (hh : 0 < ℏ)
    (h₁ : ∀ x, HasDerivAt f (f₁ x) x) (h₂ : ∀ x, HasDerivAt f₁ (f₂ x) x)
    (h₃ : ∀ x, HasDerivAt f₂ (f₃ x) x) (hM : ∀ x, |f₃ x| ≤ M) (x : ℝ) :
    Tendsto (fun ε => 1 / ε * (freeSlice m ℏ ε f x - f x)) (𝓝[>] 0)
      (𝓝 (ℏ / (2 * m) * f₂ x)) := by
  have hc : Continuous (fun ε : ℝ => M / 3 * (ℏ / m) * √(ℏ * ε / m)) := by fun_prop
  have hz : Tendsto (fun ε : ℝ => M / 3 * (ℏ / m) * √(ℏ * ε / m)) (𝓝[>] 0)
      (𝓝 (M / 3 * (ℏ / m) * √(ℏ * 0 / m))) := (hc.tendsto 0).mono_left nhdsWithin_le_nhds
  rw [show M / 3 * (ℏ / m) * √(ℏ * 0 / m) = 0 by simp] at hz
  rw [tendsto_iff_norm_sub_tendsto_zero]
  refine squeeze_zero' (Eventually.of_forall fun _ => norm_nonneg _) ?_ hz
  filter_upwards [self_mem_nhdsWithin] with ε he
  have he : 0 < ε := he
  -- after division by ε the error is at most a constant times √ε
  have hε : ε * ε⁻¹ = 1 := mul_inv_cancel₀ he.ne'
  have hs2 : (√(ℏ * ε / m)) ^ 2 = ℏ * ε / m := Real.sq_sqrt (by positivity)
  have e : 1 / ε * (freeSlice m ℏ ε f x - f x) - ℏ / (2 * m) * f₂ x
      = (freeSlice m ℏ ε f x - (f x + ε * (ℏ / (2 * m)) * f₂ x)) / ε := by
    linear_combination (ℏ / (2 * m) * f₂ x) * hε
  rw [e, Real.norm_eq_abs, abs_div, abs_of_pos he, div_le_iff₀ he]
  refine (slice_error hm hh he h₁ h₂ h₃ hM x).trans (le_of_eq ?_)
  linear_combination (M / 3 * √(ℏ * ε / m)) * hs2

/-- For positive `m` and `ℏ`, if the third derivative of `f` is bounded, the change of `f` in one
slice with potential `V`, divided by the time step `ε`, tends to `-Hf/ℏ` with
`Hf = -(ℏ²/2m)f'' + Vf` as `ε` decreases to zero. -/
theorem potential_generator (hm : 0 < m) (hh : 0 < ℏ) (V : ℝ → ℝ)
    (h₁ : ∀ x, HasDerivAt f (f₁ x) x) (h₂ : ∀ x, HasDerivAt f₁ (f₂ x) x)
    (h₃ : ∀ x, HasDerivAt f₂ (f₃ x) x) (hM : ∀ x, |f₃ x| ≤ M) (x : ℝ) :
    Tendsto (fun ε => 1 / ε * (potentialSlice m ℏ ε V f x - f x)) (𝓝[>] 0)
      (𝓝 (-(1 / ℏ) * (-(ℏ ^ 2 / (2 * m)) * f₂ x + V x * f x))) := by
  have hE : HasDerivAt (fun ε : ℝ => exp (-(V x / ℏ) * ε)) (-(V x / ℏ)) 0 :=
    ((hasDerivAt_id' (0 : ℝ)).const_mul (-(V x / ℏ))).exp.congr_deriv (by simp)
  have hc : Tendsto (fun ε : ℝ => exp (-(V x / ℏ) * ε)) (𝓝[>] 0)
      (𝓝 (exp (-(V x / ℏ) * 0))) := hE.continuousAt.tendsto.mono_left nhdsWithin_le_nhds
  rw [mul_zero, Real.exp_zero] at hc
  -- product rule: free motion plus the slope of the potential factor
  have h := (hc.mul (free_generator hm hh h₁ h₂ h₃ hM x)).add
    (hE.tendsto_slope_zero_right.mul_const (f x))
  have hi : ℏ * ℏ⁻¹ = 1 := mul_inv_cancel₀ hh.ne'
  have hl : 1 * (ℏ / (2 * m) * f₂ x) + -(V x / ℏ) * f x
      = -(1 / ℏ) * (-(ℏ ^ 2 / (2 * m)) * f₂ x + V x * f x) := by
    linear_combination (-(ℏ / (2 * m) * f₂ x)) * hi
  rw [hl] at h
  refine h.congr fun ε => ?_
  simp only [zero_add, smul_eq_mul, mul_zero, Real.exp_zero, potentialSlice]
  ring

end

end ImaginaryTimeSlice
```

```lean
#print axioms ImaginaryTimeSlice.slice_error
#print axioms ImaginaryTimeSlice.potential_generator
```

```
'ImaginaryTimeSlice.slice_error' depends on axioms: [propext, Classical.choice, Quot.sound]
'ImaginaryTimeSlice.potential_generator' depends on axioms: [propext, Classical.choice, Quot.sound]
```

## From the remainder bound to the generator

`growth_bound` performs one integration of a derivative bound, first for $t\ge0$ and then by reflection. `taylor_bound` applies it three times, to $R''$, $R'$ and $R$.

`kernel_integrable` supplies the integrability of all natural-number powers against the kernel. In `kernel_moments`, `step` is the recursion above, used at $n=0$ and $n=2$. `slice_integrable` splits the integrand into a quadratic part and a remainder dominated by a cubic, so the slice is a genuine integral.

Within `slice_error`, `hP` averages the quadratic part, `key` is the inequality for $|y|^3$, and `hG` evaluates the resulting bound. `free_generator` divides by $\varepsilon$ and squeezes the error to zero with `squeeze_zero'`. `potential_generator` adds the two limits in the last display, taking the second from the derivative of the exponential at zero.
